# At Im z > 0, attaching Hermitian layers keeps a lead's surface Green's function retarded

When a lead is built layer by layer for a transport calculation, each step inverts a matrix containing the previous surface Green's function. For non-interacting electrons in finite layers, described in an orthonormal basis, the results below guarantee that this inversion exists and gives a positive surface density of states, provided that the layers are Hermitian, the energy \(z=E+i\eta\) has \(\eta>0\), and the starting Green's function satisfies the condition stated next.

```lean
import Mathlib

open Matrix
open scoped ComplexOrder

namespace SurfaceGreenFunction

noncomputable section
```

For a Green's function \(g\), define the spectral matrix \(A(g)=i(g-g^\dagger)\), where \(\dagger\) is Lean's `ᴴ`. Here "retarded" means that \(A(g)\) is positive semidefinite: the lead has no negative spectral weight and can drain probability from the layer but not feed it.

```lean
/-- The spectral matrix `i (g - gᴴ)` of a Green's function `g`. -/
def spectral {ι : Type*} (g : Matrix ι ι ℂ) : Matrix ι ι ℂ :=
  Complex.I • (g - gᴴ)
```

A new layer has Hamiltonian \(H\) on orbitals `n`. The matrix \(V\), possibly rectangular, couples it to lead orbitals `m`. The matrix to invert is

\[
D=z-H-VgV^\dagger .
\]

The term \(z\) multiplies the identity, so the basis is orthonormal.

```lean
variable {m n : Type*} [Fintype m] [Fintype n] [DecidableEq n]

/-- The matrix `z - H - V g Vᴴ` of a layer with Hamiltonian `H`, coupled by `V` to a lead
with surface Green's function `g`. -/
def leadDenominator (z : ℂ) (H : Matrix n n ℂ) (V : Matrix n m ℂ) (g : Matrix m m ℂ) :
    Matrix n n ℂ :=
  z • (1 : Matrix n n ℂ) - H - V * g * Vᴴ
```

The new surface Green's function is \(g'=D^{-1}\). Lean's inverse of a singular matrix is zero, so invertibility needs its own proof.

```lean
/-- The surface Green's function after one more layer is attached to the lead, meaningful
when `z - H - V g Vᴴ` is invertible. -/
def addLayer (z : ℂ) (H : Matrix n n ℂ) (V : Matrix n m ℂ) (g : Matrix m m ℂ) :
    Matrix n n ℂ :=
  (leadDenominator z H V g)⁻¹
```

In the recursion, \(H_k\) and \(V_k\) may change with \(k\), but all layers have the same size. Step \(k\) turns \(g_k\) into \(g_{k+1}\). Convergence to a semi-infinite lead is a separate question.

```lean
/-- The lead recursion: starting from `g₀`, layer `k` has Hamiltonian `H k` and is coupled
by `V k` to the part of the lead already built. -/
def surfaceGF (z : ℂ) (H V : ℕ → Matrix n n ℂ) (g₀ : Matrix n n ℂ) : ℕ → Matrix n n ℂ
  | 0 => g₀
  | k + 1 => addLayer z (H k) (V k) (surfaceGF z H V g₀ k)
```

### (a) Broadening in the denominator

For Hermitian \(H\), show that

\[
i(D^\dagger-D)=2\,\mathrm{Im}\,z+V A(g)V^\dagger .
\]

**Solution.** Since \(D^\dagger=\bar z-H-Vg^\dagger V^\dagger\), the Hamiltonian cancels:

\[
D^\dagger-D=(\bar z-z)+V(g-g^\dagger)V^\dagger .
\]

Multiply by \(i\) and use \(i(\bar z-z)=2\,\mathrm{Im}\,z\). In Lean, `hz` is this scalar identity, `simp only` expands the adjoints, and `module` collects the terms.

```lean
omit [Fintype n] in
/-- For a Hermitian layer, the matrix `i (Dᴴ - D)` with `D = z - H - V g Vᴴ` is the sum of
`2 Im z` and the spectral matrix of the lead seen through the coupling. -/
theorem denominator_antihermitian (z : ℂ) {H : Matrix n n ℂ} (hH : H.IsHermitian)
    (V : Matrix n m ℂ) (g : Matrix m m ℂ) :
    Complex.I • ((leadDenominator z H V g)ᴴ - leadDenominator z H V g) =
      (2 * (z.im : ℂ)) • (1 : Matrix n n ℂ) + V * spectral g * Vᴴ := by
  have hz : 2 * (z.im : ℂ) = Complex.I * (star z - z) := by
    apply Complex.ext
    · simp
      ring
    · simp
  rw [hz]
  simp only [leadDenominator, spectral, conjTranspose_sub, conjTranspose_smul,
    conjTranspose_one, conjTranspose_mul, conjTranspose_conjTranspose, hH.eq,
    Matrix.mul_smul, Matrix.smul_mul, Matrix.mul_sub, Matrix.sub_mul, Matrix.mul_assoc]
  module
```

### (b) Invertibility from dissipation

For a square matrix \(D\), show that

\[
i(D^\dagger-D)>0\quad\Longrightarrow\quad D\text{ is invertible}.
\]

**Solution.** If \(D\) were singular, some \(v\neq0\) would satisfy \(Dv=0\). Then

\[
v^\dagger i(D^\dagger-D)v=i\big[(Dv)^\dagger v-v^\dagger Dv\big]=0,
\]

which contradicts positive definiteness. Lean obtains \(v\) from a vanishing determinant; `hadj` is the first term in the bracket.

```lean
/-- A square matrix `D` for which `i (Dᴴ - D)` is positive definite is invertible. -/
theorem isUnit_of_dissipative {D : Matrix n n ℂ}
    (hD : (Complex.I • (Dᴴ - D)).PosDef) : IsUnit D := by
  rw [Matrix.isUnit_iff_isUnit_det, isUnit_iff_ne_zero]
  intro hdet
  obtain ⟨v, hv, hDv⟩ := Matrix.exists_mulVec_eq_zero_iff.mpr hdet
  have hpos := hD.dotProduct_mulVec_pos hv
  -- a null vector of `D` annihilates both halves of the quadratic form
  have hadj : star v ⬝ᵥ (Dᴴ *ᵥ v) = 0 := by
    rw [Matrix.dotProduct_mulVec, ← Matrix.star_mulVec, hDv, star_zero, zero_dotProduct]
  rw [Matrix.smul_mulVec, Matrix.sub_mulVec, hDv, sub_zero, dotProduct_smul, hadj,
    smul_zero] at hpos
  exact lt_irrefl _ hpos
```

### (c) The new spectral matrix

For Hermitian \(H\) and invertible \(D\), show that

\[
A(g')=g'\big(2\,\mathrm{Im}\,z+VA(g)V^\dagger\big)g'^\dagger .
\]

**Solution.** From \(g'D=1\) and its adjoint \(D^\dagger g'^\dagger=1\),

\[
g'\,i(D^\dagger-D)\,g'^\dagger=i(g'-g'^\dagger)=A(g').
\]

Insert (a) on the left. The two inverse relations are `hl` and `hr`.

```lean
/-- For a Hermitian layer and invertible `z - H - V g Vᴴ`, the spectral matrix of the new surface
Green's function `g'` equals `g' (2 Im z + V i(g - gᴴ) Vᴴ) g'ᴴ`. -/
theorem spectral_addLayer (z : ℂ) {H : Matrix n n ℂ} (hH : H.IsHermitian)
    (V : Matrix n m ℂ) (g : Matrix m m ℂ) (hD : IsUnit (leadDenominator z H V g)) :
    spectral (addLayer z H V g) =
      addLayer z H V g * ((2 * (z.im : ℂ)) • (1 : Matrix n n ℂ) + V * spectral g * Vᴴ) *
        (addLayer z H V g)ᴴ := by
  rw [← denominator_antihermitian z hH V g]
  have hl : addLayer z H V g * leadDenominator z H V g = 1 :=
    Matrix.nonsing_inv_mul _ ((Matrix.isUnit_iff_isUnit_det _).mp hD)
  have hr : (leadDenominator z H V g)ᴴ * (addLayer z H V g)ᴴ = 1 := by
    rw [← conjTranspose_mul, hl, conjTranspose_one]
  rw [Matrix.mul_smul, Matrix.smul_mul, Matrix.mul_sub, Matrix.sub_mul, hl,
    Matrix.mul_assoc, hr, Matrix.mul_one, Matrix.one_mul, spectral]
```

### (d) One layer

Let \(\mathrm{Im}\,z>0\), \(H=H^\dagger\) and \(A(g)\ge0\). Show that

\[
D\text{ is invertible and }A(g')>0 .
\]

**Solution.** Let \(M=2\,\mathrm{Im}\,z+VA(g)V^\dagger\). For \(x\neq0\),

\[
x^\dagger Mx=2\,\mathrm{Im}\,z\,\|x\|^2+(V^\dagger x)^\dagger A(g)(V^\dagger x)>0 .
\]

By (a) and (b), \(D\) is invertible. By (c), \(x^\dagger A(g')x=y^\dagger My\) with \(y=g'^\dagger x\neq0\), so this is positive too. In Lean, `hpos` is \(M>0\), and the closing lines prove that multiplication by \(g'\) is injective on row vectors.

The smallest case is one isolated orbital of energy \(\varepsilon\), with \(g=0\):

\[
g'=\frac1{z-\varepsilon},\qquad A(g')=\frac{2\,\mathrm{Im}\,z}{|z-\varepsilon|^2}.
\]

At fixed \(E\neq\varepsilon\) this tends to zero as \(\eta\to0\), so strict positivity here comes from the broadening.

```lean
/-- Attaching a Hermitian layer to a lead with positive semidefinite `i (g - gᴴ)` at
`Im z > 0`: the matrix `z - H - V g Vᴴ` is invertible, and its inverse `g'` has positive
definite `i (g' - g'ᴴ)`. -/
theorem addLayer_retarded {z : ℂ} (hz : 0 < z.im) {H : Matrix n n ℂ} (hH : H.IsHermitian)
    (V : Matrix n m ℂ) {g : Matrix m m ℂ} (hg : (spectral g).PosSemidef) :
    IsUnit (leadDenominator z H V g) ∧ (spectral (addLayer z H V g)).PosDef := by
  have h2 : (0 : ℂ) < 2 * (z.im : ℂ) := by
    have h : (0 : ℝ) < 2 * z.im := by linarith
    exact_mod_cast h
  have hpos : ((2 * (z.im : ℂ)) • (1 : Matrix n n ℂ) + V * spectral g * Vᴴ).PosDef :=
    (Matrix.PosDef.one.smul h2).add_posSemidef (hg.mul_mul_conjTranspose_same V)
  have hD : IsUnit (leadDenominator z H V g) := by
    apply isUnit_of_dissipative
    rw [denominator_antihermitian z hH V g]
    exact hpos
  refine ⟨hD, ?_⟩
  rw [spectral_addLayer z hH V g hD]
  -- congruence with an invertible matrix keeps positive definiteness
  apply hpos.mul_mul_conjTranspose_same
  have hl : addLayer z H V g * leadDenominator z H V g = 1 :=
    Matrix.nonsing_inv_mul _ ((Matrix.isUnit_iff_isUnit_det _).mp hD)
  intro x y hxy
  have h := congrArg (fun w => w ᵥ* leadDenominator z H V g) hxy
  simpa only [Matrix.vecMul_vecMul, hl, Matrix.vecMul_one] using h
```

### (e) The whole recursion

Let \(\mathrm{Im}\,z>0\), every \(H_k\) be Hermitian and \(A(g_0)\ge0\). Show for every \(k\ge0\) that

\[
z-H_k-V_kg_kV_k^\dagger\text{ is invertible and }A(g_{k+1})>0 .
\]

**Solution.** Part (d) gives \(k=0\). If \(A(g_{k+1})>0\), it is in particular semidefinite, so (d) applies to the next layer. Lean's induction does the same through `ih.2.posSemidef`.

```lean
/-- Along the whole lead recursion with Hermitian layers and `Im z > 0`, started from a
`g₀` with positive semidefinite spectral matrix, every matrix to be inverted is invertible
and every new surface Green's function has a positive definite spectral matrix. -/
theorem surfaceGF_retarded {z : ℂ} (hz : 0 < z.im) {H : ℕ → Matrix n n ℂ}
    (hH : ∀ k, (H k).IsHermitian) (V : ℕ → Matrix n n ℂ) {g₀ : Matrix n n ℂ}
    (hg : (spectral g₀).PosSemidef) (k : ℕ) :
    IsUnit (leadDenominator z (H k) (V k) (surfaceGF z H V g₀ k)) ∧
      (spectral (surfaceGF z H V g₀ (k + 1))).PosDef := by
  induction k with
  | zero => exact addLayer_retarded hz (hH 0) (V 0) hg
  | succ k ih => exact addLayer_retarded hz (hH (k + 1)) (V (k + 1)) ih.2.posSemidef
```

### (f) Local density of states

Under the assumptions of (e), show for every surface orbital \(i\) (in the subscripts an index, not the imaginary unit) that

\[
-\frac1\pi\,\mathrm{Im}\,(g_{k+1})_{ii}>0 .
\]

**Solution.** A positive definite matrix has positive diagonal entries, and

\[
A(g_{k+1})_{ii}=-2\,\mathrm{Im}\,(g_{k+1})_{ii}.
\]

Divide by \(2\pi\). Lean takes the diagonal entry with `diag_pos` and then its real part.

```lean
/-- For Hermitian layers, `Im z > 0` and a `g₀` with positive semidefinite spectral matrix, after
each step of the recursion the local density of states `-Im g i i / π` is strictly positive on every
orbital `i` of the surface layer. -/
theorem surface_density_pos {z : ℂ} (hz : 0 < z.im) {H : ℕ → Matrix n n ℂ}
    (hH : ∀ k, (H k).IsHermitian) (V : ℕ → Matrix n n ℂ) {g₀ : Matrix n n ℂ}
    (hg : (spectral g₀).PosSemidef) (k : ℕ) (i : n) :
    0 < -(surfaceGF z H V g₀ (k + 1) i i).im / Real.pi := by
  have h : 0 < spectral (surfaceGF z H V g₀ (k + 1)) i i :=
    (surfaceGF_retarded hz hH V hg k).2.diag_pos
  have hre := (Complex.lt_def.mp h).1
  simp [spectral] at hre
  exact div_pos (by linarith) Real.pi_pos
```

### (g) An advanced lead

For one orbital with \(z=i\), \(H=0\), \(V=1\) and \(g=i\), show that

\[
A(g)=-2\quad\text{and}\quad D\text{ is not invertible}.
\]

**Solution.** Directly, \(A(g)=i(i+i)=-2\) and \(D=i-0-i=0\). The lead's gain exactly cancels the broadening, so \(\mathrm{Im}\,z>0\) alone does not secure the inversion. Lean checks the two values separately.

```lean
/-- A one-orbital layer with `H = 0` at `z = i`, coupled by `V = 1` to a lead with `g = i`, whose
spectral matrix is `-2`: here `z - H - V g Vᴴ` is not invertible. -/
theorem advanced_lead_singular :
    spectral (Complex.I • (1 : Matrix (Fin 1) (Fin 1) ℂ)) = (-2 : ℂ) • 1 ∧
      ¬ IsUnit (leadDenominator Complex.I (0 : Matrix (Fin 1) (Fin 1) ℂ) 1
        (Complex.I • (1 : Matrix (Fin 1) (Fin 1) ℂ))) := by
  constructor
  · have hI : star Complex.I = -Complex.I := by simp
    rw [spectral, conjTranspose_smul, conjTranspose_one, hI, ← sub_smul, smul_smul]
    congr 1
    linear_combination 2 * Complex.I_mul_I
  · simp [leadDenominator]

end

end SurfaceGreenFunction
```

```lean
#print axioms SurfaceGreenFunction.surfaceGF_retarded
-- 'SurfaceGreenFunction.surfaceGF_retarded' depends on axioms: [propext, Classical.choice, Quot.sound]
#print axioms SurfaceGreenFunction.surface_density_pos
-- 'SurfaceGreenFunction.surface_density_pos' depends on axioms: [propext, Classical.choice, Quot.sound]
#print axioms SurfaceGreenFunction.advanced_lead_singular
-- 'SurfaceGreenFunction.advanced_lead_singular' depends on axioms: [propext, Classical.choice, Quot.sound]
```
